# The first-order core-excitation amplitude between Slater determinants is a single determinant when the core orbital has no overlap with the occupied final orbitals

The columns of \(B\) are the occupied spin orbitals \(b_j\) of the initial state, and those of \(A\) are the occupied spin orbitals of the final, core-hole state. Their coefficients refer to two finite bases, indexed by `p` and `m`, which may belong to different PAW datasets. The initial basis must also describe the core orbital, which frozen-core PAW keeps apart from the valence functions. The rectangular matrices \(O\) and \(D\) hold the overlap and dipole elements between the all-electron basis functions of the two sets. All entries are complex, and \(A^\dagger\) is `Aᴴ`.

```lean
import Mathlib

open Matrix Finset

namespace PAWCoreExcitation

variable {m p n : Type*} [Fintype m] [Fintype p] [Fintype n] [DecidableEq n]

/-- The orbital with label `j`: column `j` of the coefficient matrix `B`. -/
def orbital {p n : Type*} (B : Matrix p n ℂ) (j : n) : p → ℂ := fun k => B k j
```

Write \(M=A^\dagger OB\) and \(K=A^\dagger DB\), both instances of `orbitalOverlap`.

```lean
/-- The matrix `A† X B` of a one-particle operator `X` between the orbitals of two states,
which may be expanded in different PAW datasets. -/
def orbitalOverlap {m p n : Type*} [Fintype m] [Fintype p]
    (A : Matrix m n ℂ) (X : Matrix m p ℂ) (B : Matrix p n ℂ) : Matrix n n ℂ :=
  Aᴴ * X * B
```

The dipole matrix enters with a complex strength \(t\), giving \(\det(M+tK)\).

```lean
/-- The determinant `det (A† (O + t D) B)`, in which the overlap `O` is supplemented by
the dipole matrix `D` with strength `t`. -/
def drivenOverlap (A : Matrix m n ℂ) (O D : Matrix m p ℂ) (B : Matrix p n ℂ) (t : ℂ) : ℂ :=
  (orbitalOverlap A (O + t • D) B).det
```

The promotion determinant \(P_j\) is \(\det M\) with column \(j\) replaced by \(A^\dagger Db_j\).

```lean
/-- The determinant of `A† O B` with column `j` replaced by the dipole elements `A† D b_j`. -/
def promotionDet (A : Matrix m n ℂ) (O D : Matrix m p ℂ) (B : Matrix p n ℂ) (j : n) : ℂ :=
  ((orbitalOverlap A O B).updateCol j (Aᴴ *ᵥ (D *ᵥ orbital B j))).det
```

For Slater determinants built from orthonormal orbitals, the derivative of \(\det(M+tK)\) at \(t=0\) is the matrix element of the one-body dipole operator. It therefore serves as a core-level absorption amplitude in a single-determinant, finite-basis description. The theorems take \(O\) and \(D\) as arbitrary matrices: their construction from partial waves and projectors is not treated, nor is orbital normalisation required.

## Equal numbers of initial and final electrons

\(A\) and \(B\) share the finite column type `n`, because absorption conserves the number of electrons. Without this, \(M\) would not be square and would have no determinant. By hand, the Leibniz expansion is

\[
\det(M+tK)=\sum_\sigma \operatorname{sgn}\sigma\prod_j\bigl(M_{\sigma(j)j}+tK_{\sigma(j)j}\bigr).
\]

The product rule at \(t=0\) gives

\[
\sum_\sigma \operatorname{sgn}\sigma\sum_j K_{\sigma(j)j}\prod_{i\ne j}M_{\sigma(i)i}
=\sum_j\det\bigl(M\text{ with column }j\text{ from }K\bigr).
\]

Column \(j\) of \(K\) is \(A^\dagger Db_j\), so this sum is \(\sum_jP_j\).

```lean
/-- Column `j` of `A† X B` is `A† X b_j`. -/
theorem orbitalOverlap_column {m p n : Type*} [Fintype m] [Fintype p]
    (A : Matrix m n ℂ) (X : Matrix m p ℂ) (B : Matrix p n ℂ) (j : n) :
    (fun i => orbitalOverlap A X B i j) = Aᴴ *ᵥ (X *ᵥ orbital B j) := by
  rw [Matrix.mulVec_mulVec]
  rfl
```

In the next proof, `hprod` is the product rule for one permutation, `hsum` adds the permutations, and `hval` regroups the terms by differentiated column.

```lean
/-- The derivative of `det (M + t K)` at `t = 0` is the sum over columns of the determinants
of `M` with that one column taken from `K`. -/
theorem hasDerivAt_det_line (M K : Matrix n n ℂ) :
    HasDerivAt (fun t : ℂ => (M + t • K).det)
      (∑ j, (M.updateCol j (fun i => K i j)).det) 0 := by
  have hentry : ∀ i j, HasDerivAt (fun t : ℂ => M i j + t * K i j) (K i j) 0 := by
    intro i j
    simpa using ((hasDerivAt_id (0 : ℂ)).mul_const (K i j)).const_add (M i j)
  -- product rule for each permutation in the Leibniz expansion
  have hprod : ∀ σ : Equiv.Perm n,
      HasDerivAt (fun t : ℂ => ∏ j, (M (σ j) j + t * K (σ j) j))
        (∑ j, (∏ i ∈ univ.erase j, M (σ i) i) * K (σ j) j) 0 := by
    intro σ
    have h := HasDerivAt.fun_finsetProd (u := Finset.univ)
      (fun j _ => hentry (σ j) j)
    simpa only [zero_mul, add_zero, smul_eq_mul] using h
  have hsum := HasDerivAt.fun_sum (u := Finset.univ)
    (fun (σ : Equiv.Perm n) _ => (hprod σ).const_mul ((Equiv.Perm.sign σ : ℤ) : ℂ))
  have hfun : (fun t : ℂ => (M + t • K).det) = fun t : ℂ =>
      ∑ σ : Equiv.Perm n, ((Equiv.Perm.sign σ : ℤ) : ℂ) *
        ∏ j, (M (σ j) j + t * K (σ j) j) := by
    funext t
    rw [Matrix.det_apply']
    rfl
  -- regroup the terms by the column that was differentiated
  have hval : ∑ j, (M.updateCol j (fun i => K i j)).det =
      ∑ σ : Equiv.Perm n, ((Equiv.Perm.sign σ : ℤ) : ℂ) *
        ∑ j, (∏ i ∈ univ.erase j, M (σ i) i) * K (σ j) j := by
    simp only [Matrix.det_apply', Finset.mul_sum]
    rw [Finset.sum_comm]
    refine Finset.sum_congr rfl fun σ _ => Finset.sum_congr rfl fun j _ => ?_
    have hp : ∏ i ∈ univ.erase j, M.updateCol j (fun i => K i j) (σ i) i
        = ∏ i ∈ univ.erase j, M (σ i) i :=
      Finset.prod_congr rfl fun i hi => Matrix.updateCol_ne (Finset.ne_of_mem_erase hi)
    rw [← Finset.mul_prod_erase univ _ (Finset.mem_univ j), hp, Matrix.updateCol_self,
      mul_comm (K (σ j) j)]
  rw [hfun, hval]
  exact hsum
```

`HasDerivAt f v 0` says that `f` is complex-differentiable at zero with derivative `v`. Since \(A^\dagger(O+tD)B=M+tK\), the general response follows.

```lean
/-- For arbitrary orbitals, the first-order response of the determinant to the dipole matrix
is the sum of the promotion determinants of all columns. -/
theorem hasDerivAt_drivenOverlap (A : Matrix m n ℂ) (O D : Matrix m p ℂ)
    (B : Matrix p n ℂ) :
    HasDerivAt (drivenOverlap A O D B) (∑ j, promotionDet A O D B j) 0 := by
  have h := hasDerivAt_det_line (orbitalOverlap A O B) (orbitalOverlap A D B)
  simp only [orbitalOverlap_column] at h
  have hfun : drivenOverlap A O D B =
      fun t : ℂ => (orbitalOverlap A O B + t • orbitalOverlap A D B).det := by
    funext t
    simp only [drivenOverlap, orbitalOverlap, Matrix.mul_add, Matrix.add_mul,
      Matrix.mul_smul, Matrix.smul_mul]
  rw [hfun]
  exact h
```

## A core orbital invisible to the final state

The hypothesis `hcore` is \(A^\dagger Ob_c=0\): no occupied final orbital overlaps the initial core orbital \(b_c\). This idealises the core hole, since relaxation generally leaves small overlaps.

By hand, the hypothesis makes column \(c\) of \(M\) zero. For \(j\ne c\), replacing column \(j\) leaves that zero column in place, so \(P_j=0\).

```lean
/-- If the core orbital `b_c` has no overlap with the final orbitals, the promotion
determinant of every other column vanishes. -/
theorem promotionDet_eq_zero (A : Matrix m n ℂ) (O D : Matrix m p ℂ) (B : Matrix p n ℂ)
    {c j : n} (hcore : Aᴴ *ᵥ (O *ᵥ orbital B c) = 0) (hj : j ≠ c) :
    promotionDet A O D B j = 0 := by
  refine Matrix.det_eq_zero_of_column_eq_zero c fun i => ?_
  rw [Matrix.updateCol_ne hj.symm]
  exact congrFun ((orbitalOverlap_column A O B c).trans hcore) i
```

Only \(P_c\) remains in the sum. In the proof, `Finset.sum_eq_single` makes this selection.

```lean
/-- If the core orbital `b_c` satisfies `A† O b_c = 0`, the derivative of `det (A† (O + t D) B)`
at `t = 0` is `det (A† O B)` with the core column replaced by `A† D b_c`. -/
theorem core_excitation_amplitude (A : Matrix m n ℂ) (O D : Matrix m p ℂ)
    (B : Matrix p n ℂ) (c : n) (hcore : Aᴴ *ᵥ (O *ᵥ orbital B c) = 0) :
    HasDerivAt (drivenOverlap A O D B) (promotionDet A O D B c) 0 := by
  have h := hasDerivAt_drivenOverlap A O D B
  -- only the promotion out of the core column survives
  rwa [Finset.sum_eq_single c (fun j _ hj => promotionDet_eq_zero A O D B hcore hj)
    (fun hc => absurd (Finset.mem_univ c) hc)] at h
```

The same hypothesis also works at finite \(t\). Column \(c\) of \(M+tK\) is then \(tA^\dagger Db_c\), and linearity in that column extracts the factor \(t\). The other columns keep their dipole terms.

```lean
/-- If `A† O b_c = 0`, then at every strength `t` the determinant is `t` times the promotion
determinant of the core column evaluated with the overlap `O + t D`. -/
theorem drivenOverlap_factor (A : Matrix m n ℂ) (O D : Matrix m p ℂ) (B : Matrix p n ℂ)
    (c : n) (hcore : Aᴴ *ᵥ (O *ᵥ orbital B c) = 0) (t : ℂ) :
    drivenOverlap A O D B t = t * promotionDet A (O + t • D) D B c := by
  have hv : t • (Aᴴ *ᵥ (D *ᵥ orbital B c))
      = fun i => orbitalOverlap A (O + t • D) B i c := by
    rw [orbitalOverlap_column, Matrix.add_mulVec, Matrix.mulVec_add, hcore, zero_add,
      Matrix.smul_mulVec, Matrix.mulVec_smul]
  have hcol : (orbitalOverlap A (O + t • D) B).updateCol c
      (t • (Aᴴ *ᵥ (D *ᵥ orbital B c))) = orbitalOverlap A (O + t • D) B := by
    rw [hv]
    exact Matrix.updateCol_eq_self _ _
  unfold drivenOverlap promotionDet
  rw [← Matrix.det_updateCol_smul, hcol]
```

In a calculation, one forms \(M\), overwrites column \(c\) with the dipole elements and evaluates one determinant, for example by LU factorisation. Expanding along that column gives

\[
P_c=\sum_i\operatorname{adj}(M)_{ci}\,(A^\dagger Db_c)_i,
\]

a sum of single-orbital dipole elements weighted by cofactors. This expansion needs no orthogonality. Under `hcore`, \(M\) is singular, so code should not obtain these cofactors from \(M^{-1}\).

```lean
/-- The promotion determinant is a sum over final orbitals of the dipole element with `b_c`,
weighted by the entries of the adjugate of the overlap matrix `A† O B`. -/
theorem promotionDet_eq_sum (A : Matrix m n ℂ) (O D : Matrix m p ℂ) (B : Matrix p n ℂ)
    (c : n) :
    promotionDet A O D B c =
      ∑ i, (orbitalOverlap A O B).adjugate c i * (Aᴴ *ᵥ (D *ᵥ orbital B c)) i := by
  unfold promotionDet
  rw [← Matrix.cramer_apply, Matrix.cramer_eq_adjugate_mulVec]
  rfl
```

## Two distinct core orbitals

Suppose \(b_c\) and \(b_{c'}\) both satisfy the condition, with \(c\ne c'\). The first condition leaves only \(P_c\), and the second makes \(P_c\) vanish too. With these overlaps exactly zero, one action of a one-body operator cannot empty two core levels. Relaxation or electron correlation can make such an amplitude nonzero. If \(c=c'\), the two conditions are one and the response may be nonzero.

```lean
/-- If two different core orbitals both have zero overlap with all final orbitals, the
first-order response of the determinant vanishes. -/
theorem two_core_holes_forbidden (A : Matrix m n ℂ) (O D : Matrix m p ℂ)
    (B : Matrix p n ℂ) {c c' : n} (hne : c ≠ c')
    (hc : Aᴴ *ᵥ (O *ᵥ orbital B c) = 0) (hc' : Aᴴ *ᵥ (O *ᵥ orbital B c') = 0) :
    HasDerivAt (drivenOverlap A O D B) 0 0 := by
  have h := core_excitation_amplitude A O D B c hc
  rwa [promotionDet_eq_zero A O D B hc' hne] at h
```

## When the core orbital does overlap

Without `hcore`, other promotions can contribute. For two orbitals with \(A=B=O=D=I\), the determinant is \((1+t)^2\). Its derivative at zero is \(2\), whereas each promotion determinant is \(1\). This is an algebraic check with identical initial and final states, not an absorption process. The proof compares these values using uniqueness of the derivative.

```lean
/-- With two orbitals and all four matrices equal to the identity, the derivative is not the
promotion determinant of the first column. -/
theorem core_orthogonality_needed :
    let I : Matrix (Fin 2) (Fin 2) ℂ := 1
    ¬ HasDerivAt (drivenOverlap I I I I) (promotionDet I I I I 0) 0 := by
  intro I h
  have hp : ∀ j : Fin 2, promotionDet I I I I j = 1 := by
    intro j
    fin_cases j <;>
      simp [I, promotionDet, orbitalOverlap, orbital, Matrix.det_fin_two]
  have hu := h.unique (hasDerivAt_drivenOverlap I I I I)
  rw [Fin.sum_univ_two, hp, hp] at hu
  norm_num at hu
```

With a single orbital there are no other promotions: \(\det(M+tK)=a^\dagger Ob+t\,a^\dagger Db\), whose derivative is \(a^\dagger Db\) with or without orthogonality.

## Three levels and a spectator

Label the levels \(0,1,2\) and the columns \(0,1\), as Lean does. The core electron moves from level \(0\) to level \(2\) with dipole element \(d\), while the spectator stays in level \(1\) with overlap \(s\) between its initial and final orbitals. Then

\[
M=\begin{pmatrix}0&0\\0&s\end{pmatrix},\qquad
P_0=\det\begin{pmatrix}d&0\\0&s\end{pmatrix}=ds.
\]

The spectator's overlap thus multiplies the one-electron dipole element.

```lean
/-- Three levels and two electrons: the first initial orbital has no overlap with the final
orbitals, and its promotion determinant is the dipole element `d` times the overlap `s` of
the spectator orbital. -/
theorem core_excitation_witness (s d : ℂ) :
    let A : Matrix (Fin 3) (Fin 2) ℂ := !![0, 0; 0, 1; 1, 0]
    let B : Matrix (Fin 3) (Fin 2) ℂ := !![1, 0; 0, 1; 0, 0]
    let O : Matrix (Fin 3) (Fin 3) ℂ := !![1, 0, 0; 0, s, 0; 0, 0, 1]
    let D : Matrix (Fin 3) (Fin 3) ℂ := !![0, 0, star d; 0, 0, 0; d, 0, 0]
    Aᴴ *ᵥ (O *ᵥ orbital B 0) = 0 ∧ promotionDet A O D B 0 = d * s := by
  intro A B O D
  constructor
  · ext i
    fin_cases i <;>
      simp [A, B, O, orbital, Matrix.mulVec, dotProduct, Fin.sum_univ_succ]
  · simp [A, B, O, D, promotionDet, orbitalOverlap, orbital, Matrix.det_fin_two,
      Matrix.mul_apply, Matrix.mulVec, dotProduct,
      Fin.sum_univ_succ]

end PAWCoreExcitation
```

```lean
#print axioms PAWCoreExcitation.drivenOverlap_factor
#print axioms PAWCoreExcitation.promotionDet_eq_sum
#print axioms PAWCoreExcitation.two_core_holes_forbidden
#print axioms PAWCoreExcitation.core_orthogonality_needed
```

```
'PAWCoreExcitation.drivenOverlap_factor' depends on axioms: [propext, Classical.choice, Quot.sound]
'PAWCoreExcitation.promotionDet_eq_sum' depends on axioms: [propext, Classical.choice, Quot.sound]
'PAWCoreExcitation.two_core_holes_forbidden' depends on axioms: [propext, Classical.choice, Quot.sound]
'PAWCoreExcitation.core_orthogonality_needed' depends on axioms: [propext, Classical.choice, Quot.sound]
```
